# With a zero-sum kernel, a nonlocal kinetic functional vanishes through first order at a uniform density

Suppose I take a uniform electron gas on a periodic grid and ripple its density slightly, from n₀ to n₀ + εh(x). In orbital-free density functional theory, part of the kinetic energy can be modelled by a nonlocal term

T(n) = ∑_x ∑_y n(x)^α w(x−y) n(y)^β,

where the kernel w sums to zero. I have seen it stated that this term and its first derivative in ε vanish at ε = 0, and that its second derivative there is

2αβ n₀^(α+β−2) ∑_x ∑_y h(x) w(x−y) h(y).

Is this true for all real exponents α and β, and does w have to be even? I would like to see every step of the calculation, together with a proof that Lean has checked.

## Two equal cross terms give the second derivative

Yes, it holds for all real α and β and every n₀ > 0, and w need not be even. For two real fields f and g on the grid, write

B(f, g) = ∑_x ∑_y f(x) w(x−y) g(y).

If g is a constant c, then for each x the sum over y is c f(x) ∑_y w(x−y). As y runs over the periodic grid, so does x−y, and the sum is zero. The same argument works when f is the constant field. Hence

B(f, c) = 0 and B(c, g) = 0.

Now let u(x) = n₀ + εh(x) and F(ε) = T(u) = B(u^α, u^β). The grid is finite and n₀ > 0, so u is positive everywhere for small enough |ε|, and the ordinary power rule applies. The product rule gives

F′(ε) = B(αh u^(α−1), u^β) + B(u^α, βh u^(β−1)).

At ε = 0 both u^α and u^β are uniform. Therefore F(0) = 0, and both terms of F′(0) vanish. Differentiating once more gives four terms:

F″(ε) = B(α(α−1)h² u^(α−2), u^β) + B(αh u^(α−1), βh u^(β−1))
  + B(αh u^(α−1), βh u^(β−1)) + B(u^α, β(β−1)h² u^(β−2)).

At ε = 0 the first and last terms contain a uniform field and vanish. The two middle terms are identical, with their arguments in the same order, so no symmetry of w is needed to add them:

F″(0) = 2αβ n₀^(α+β−2) B(h, h).

## Density waves see one Fourier component each

If w is even, convolution with w only rescales a wave. Let χ be a character of the grid, that is, a plane wave with χ(x+y) = χ(x)χ(y), and let c(x) = Re χ(x). The cosine addition rule reads

c(x−z) + c(x+z) = 2c(x)c(z).

Substituting z = x−y gives ∑_y w(x−y)c(y) = ∑_z w(z)c(x−z). For even w this also equals ∑_z w(z)c(x+z), and averaging the two forms gives

∑_y w(x−y)c(y) = c(x) ŵ, with ŵ = ∑_z w(z)c(z).

Multiplying by c(x) and summing over x yields

B(c, c) = ŵ ∑_x c(x)².

The response to a density wave is thus set by the kernel's Fourier component at that wave.

Conversely, the response determines an even kernel when α and β are both nonzero. Let v be another even kernel of zero sum. Equal second derivatives for w and v mean equal values of B(h, h) for every h. A unit perturbation at the origin gives w(0) = v(0). Unit perturbations at 0 and at a, added together, give

B(h, h) = 2w(0) + w(a) + w(−a) = 2w(0) + 2w(a),

so w(a) = v(a) as well. The formula also holds for a = 0, where the two perturbations coincide. Evenness matters here because an odd part of w cancels from B(h, h). The exponents matter too: if one of them is zero, that factor of T is uniform and T vanishes for every positive density.

## Grids of one and two points

On a single point, zero sum forces w(0) = 0, and T is identically zero. On two points, w(0) = s and w(1) = −s for some real s, and the double sum factorises:

T(n) = s (n(0)^α − n(1)^α)(n(0)^β − n(1)^β).

Each bracket vanishes at uniform density and so is at least of first order in ε, which leaves T with no term below second order. Its second derivative is 2αβ n₀^(α+β−2) s (h(0) − h(1))², in agreement with the general formula.

## Grid, kernel and density in the Lean statements

The type `G`, a finite additive commutative group, is the periodic grid, in any number of dimensions. The kernel `w` and the direction `h` are real functions on it. `pairing` is B, `kinetic` is T, and `kineticAlong` is F as a function of the amplitude. The sums carry no volume element; grid weights and any overall prefactor can be absorbed into `w`.

The main theorem, `uniform_density_response`, assumes `∑ x, w x = 0` and `0 < n₀`. The first condition removes the kernel's zero-wavevector component. Physically, the nonlocal term then contributes no energy to the uniform gas, which is left to the other kinetic terms. The three conclusions say that F(0) is zero, that F has derivative zero at 0, and that the derivative function `deriv (kineticAlong w α β n₀ h)` is itself differentiable at 0 with the stated value. This is the second derivative; the coefficient of ε² in a Taylor expansion is half of it.

`pairing_wave` is the formula for B(c, c), with `AddChar G ℂ` as the type of characters. It assumes an even kernel, which the convolution step uses, but not a zero sum. The formula itself holds for any real kernel, since an odd part of `w` cancels from both sides. `kernel_unique` assumes two even, zero-sum kernels, nonzero exponents, a positive `n₀`, and equal second derivatives in every direction. Those directions include ones that change the electron number; for a fixed number, one would restrict `h` to zero sum.

The kernel stays fixed while the density varies, so kernels that depend on the local density are not covered. A kernel set by the average density is covered for directions `h` of zero sum, which leave that average unchanged. The continuum limit is not treated. In orbital-free calculations, such a kernel can be chosen to give the uniform gas the linear response of non-interacting electrons; for a fixed kernel on a finite periodic grid, the theorem identifies the contribution of the nonlocal term to that matching. The target response function itself does not appear in the file.

```lean
import Mathlib

open Filter Topology

namespace NonlocalKineticResponse

noncomputable section

variable {G : Type*} [AddCommGroup G] [Fintype G]

/-- The double sum of two fields `f` and `g` on a periodic grid, coupled by the
translation-invariant kernel `w (x - y)`. -/
def pairing (w f g : G → ℝ) : ℝ := ∑ x, ∑ y, f x * w (x - y) * g y

/-- The nonlocal kinetic functional `T(n) = ∑ n(x)^α w(x-y) n(y)^β`, meant for positive
densities `n`. -/
def kinetic (w : G → ℝ) (α β : ℝ) (n : G → ℝ) : ℝ :=
  pairing w (fun x => n x ^ α) (fun y => n y ^ β)

/-- The functional along the densities `n₀ + ε h`, as a function of the amplitude `ε`;
meant for amplitudes at which the density is positive. -/
def kineticAlong (w : G → ℝ) (α β n₀ : ℝ) (h : G → ℝ) (ε : ℝ) : ℝ :=
  kinetic w α β (fun x => n₀ + ε * h x)

/-- The first variation in direction `h` at the density `n₀ + ε h`, meant for amplitudes at
which the density is positive. -/
def firstVariation (w : G → ℝ) (α β n₀ : ℝ) (h : G → ℝ) (ε : ℝ) : ℝ :=
  pairing w (fun x => h x * (α * (n₀ + ε * h x) ^ (α - 1))) (fun y => (n₀ + ε * h y) ^ β)
  + pairing w (fun x => (n₀ + ε * h x) ^ α) (fun y => h y * (β * (n₀ + ε * h y) ^ (β - 1)))

/-- A kernel of zero sum does not couple a uniform field to any other field. -/
theorem pairing_uniform {w : G → ℝ} (hw : ∑ x, w x = 0) (f : G → ℝ) (c : ℝ) :
    pairing w f (fun _ => c) = 0 ∧ pairing w (fun _ => c) f = 0 := by
  have h1 : ∀ x, ∑ y, w (x - y) = 0 := fun x =>
    (Fintype.sum_equiv (Equiv.subLeft x) _ _ (fun _ => rfl)).trans hw
  have h2 : ∀ y, ∑ x, w (x - y) = 0 := fun y =>
    (Fintype.sum_equiv (Equiv.subRight y) _ _ (fun _ => rfl)).trans hw
  constructor
  · simp only [pairing]
    refine Finset.sum_eq_zero fun x _ => ?_
    rw [← Finset.sum_mul, ← Finset.mul_sum, h1 x, mul_zero, zero_mul]
  · simp only [pairing]
    rw [Finset.sum_comm]
    refine Finset.sum_eq_zero fun y _ => ?_
    rw [← Finset.sum_mul, ← Finset.mul_sum, h2 y, mul_zero, zero_mul]

/-- Product rule for two differentiable families of fields coupled by the kernel. -/
theorem hasDerivAt_pairing (w : G → ℝ) {f g : ℝ → G → ℝ} {f' g' : G → ℝ} {t : ℝ}
    (hf : ∀ x, HasDerivAt (fun s => f s x) (f' x) t)
    (hg : ∀ x, HasDerivAt (fun s => g s x) (g' x) t) :
    HasDerivAt (fun s => pairing w (f s) (g s))
      (pairing w f' (g t) + pairing w (f t) g') t := by
  have key : HasDerivAt (fun s => ∑ x, ∑ y, f s x * w (x - y) * g s y)
      (∑ x, ∑ y, (f' x * w (x - y) * g t y + f t x * w (x - y) * g' y)) t :=
    HasDerivAt.fun_sum fun x _ => HasDerivAt.fun_sum fun y _ =>
      ((hf x).mul_const (w (x - y))).fun_mul (hg y)
  refine key.congr_deriv ?_
  simp only [pairing, Finset.sum_add_distrib]

/-- Power rule for the local density `n₀ + t k`, where this density is positive. -/
theorem hasDerivAt_density_rpow (a n₀ k : ℝ) {t : ℝ} (ht : 0 < n₀ + t * k) :
    HasDerivAt (fun s => (n₀ + s * k) ^ a) (k * (a * (n₀ + t * k) ^ (a - 1))) t := by
  have hd : HasDerivAt (fun s : ℝ => n₀ + s * k) k t :=
    (((hasDerivAt_id' t).mul_const k).const_add n₀).congr_deriv (one_mul k)
  exact (hd.rpow_const (Or.inl ht.ne')).congr_deriv (by ring)

/-- Wherever the density `n₀ + t h` is positive, the functional along the ray is
differentiable and its derivative is the first variation. -/
theorem hasDerivAt_kineticAlong (w : G → ℝ) (α β n₀ : ℝ) (h : G → ℝ) {t : ℝ}
    (ht : ∀ x, 0 < n₀ + t * h x) :
    HasDerivAt (kineticAlong w α β n₀ h) (firstVariation w α β n₀ h t) t :=
  hasDerivAt_pairing w (f := fun s x => (n₀ + s * h x) ^ α)
    (g := fun s x => (n₀ + s * h x) ^ β)
    (fun x => hasDerivAt_density_rpow α n₀ (h x) (ht x))
    (fun x => hasDerivAt_density_rpow β n₀ (h x) (ht x))

/-- For a kernel of zero sum and a uniform density `n₀ > 0`, the functional and its first
derivative along `n₀ + ε h` vanish at `ε = 0`, and the second derivative is
`2 α β n₀^(α+β-2) ∑ h(x) w(x-y) h(y)`. -/
theorem uniform_density_response {w : G → ℝ} (hw : ∑ x, w x = 0) (α β : ℝ) {n₀ : ℝ}
    (hn : 0 < n₀) (h : G → ℝ) :
    kineticAlong w α β n₀ h 0 = 0 ∧
    HasDerivAt (kineticAlong w α β n₀ h) 0 0 ∧
    HasDerivAt (deriv (kineticAlong w α β n₀ h))
      (2 * α * β * n₀ ^ (α + β - 2) * ∑ x, ∑ y, h x * w (x - y) * h y) 0 := by
  have h0 : ∀ x, 0 < n₀ + 0 * h x := fun x => by simpa using hn
  refine ⟨?_, ?_, ?_⟩
  · simp only [kineticAlong, kinetic, zero_mul, add_zero]
    exact (pairing_uniform hw _ _).1
  · refine (hasDerivAt_kineticAlong w α β n₀ h h0).congr_deriv ?_
    simp only [firstVariation, zero_mul, add_zero]
    rw [(pairing_uniform hw _ _).1, (pairing_uniform hw _ _).2, add_zero]
  · -- the density stays positive for small amplitudes
    have hpos : ∀ᶠ t in 𝓝 (0 : ℝ), ∀ x, 0 < n₀ + t * h x := by
      refine eventually_all.2 fun x => ?_
      have hc : ContinuousAt (fun t : ℝ => n₀ + t * h x) 0 := by fun_prop
      exact hc.eventually (lt_mem_nhds (h0 x))
    have heq : deriv (kineticAlong w α β n₀ h) =ᶠ[𝓝 0] firstVariation w α β n₀ h :=
      hpos.mono fun t ht => (hasDerivAt_kineticAlong w α β n₀ h ht).deriv
    have hp := fun (a : ℝ) (x : G) => hasDerivAt_density_rpow a n₀ (h x) (h0 x)
    have hq := fun (a : ℝ) (x : G) => ((hp (a - 1) x).const_mul a).const_mul (h x)
    have hD := (hasDerivAt_pairing w (hq α) (hp β)).fun_add
      (hasDerivAt_pairing w (hp α) (hq β))
    refine HasDerivAt.congr_of_eventuallyEq (hD.congr_deriv ?_) heq
    -- only the two cross terms survive
    simp only [zero_mul, add_zero]
    rw [(pairing_uniform hw _ _).1, (pairing_uniform hw _ _).2]
    have hpow : n₀ ^ (α + β - 2) = n₀ ^ (α - 1) * n₀ ^ (β - 1) := by
      rw [← Real.rpow_add hn]
      congr 1
      ring
    have hcross : pairing w (fun x => h x * (α * n₀ ^ (α - 1)))
        (fun y => h y * (β * n₀ ^ (β - 1)))
        = α * β * n₀ ^ (α + β - 2) * ∑ x, ∑ y, h x * w (x - y) * h y := by
      simp only [pairing, Finset.mul_sum, hpow]
      refine Finset.sum_congr rfl fun x _ => Finset.sum_congr rfl fun y _ => ?_
      ring
    rw [hcross]
    ring

/-- For an even kernel and the density wave `Re χ` of a character `χ`, the quadratic form is
the Fourier component `∑ w(z) Re χ(z)` times the squared norm of the wave. -/
theorem pairing_wave {w : G → ℝ} (heven : ∀ x, w (-x) = w x) (χ : AddChar G ℂ) :
    pairing w (fun x => (χ x).re) (fun x => (χ x).re)
      = (∑ z, w z * (χ z).re) * ∑ x, (χ x).re ^ 2 := by
  have hadd : ∀ x z, (χ (x - z)).re + (χ (x + z)).re = 2 * (χ x).re * (χ z).re := by
    intro x z
    rw [sub_eq_add_neg, AddChar.map_add_eq_mul, AddChar.map_add_eq_mul,
      AddChar.map_neg_eq_conj]
    simp only [Complex.mul_re, Complex.conj_re, Complex.conj_im]
    ring
  -- the wave is an eigenfunction of convolution with the kernel
  have hrow : ∀ x, ∑ y, w (x - y) * (χ y).re = (χ x).re * ∑ z, w z * (χ z).re := by
    intro x
    have h1 : ∑ y, w (x - y) * (χ y).re = ∑ z, w z * (χ (x - z)).re :=
      Fintype.sum_equiv (Equiv.subLeft x) _ _ (fun y => by simp)
    have h2 : ∑ z, w z * (χ (x - z)).re = ∑ z, w z * (χ (x + z)).re :=
      Fintype.sum_equiv (Equiv.neg G) _ _ (fun z => by simp [heven, sub_eq_add_neg])
    have h3 : ∑ z, w z * (χ (x - z)).re + ∑ z, w z * (χ (x + z)).re
        = 2 * (χ x).re * ∑ z, w z * (χ z).re := by
      rw [← Finset.sum_add_distrib, Finset.mul_sum]
      refine Finset.sum_congr rfl fun z _ => ?_
      rw [← mul_add, hadd]
      ring
    linarith
  simp only [pairing]
  rw [Finset.mul_sum]
  refine Finset.sum_congr rfl fun x _ => ?_
  simp only [mul_assoc]
  rw [← Finset.mul_sum, hrow x]
  ring

/-- The pairing of the unit fields at two grid points `a` and `b` is the kernel at `a - b`. -/
theorem pairing_single [DecidableEq G] (w : G → ℝ) (a b : G) :
    pairing w (Pi.single a 1) (Pi.single b 1) = w (a - b) := by
  refine (Finset.sum_eq_single a ?_ ?_).trans ((Finset.sum_eq_single b ?_ ?_).trans ?_)
  · intro x _ hx
    simp [Pi.single_apply, hx]
  · exact fun h => absurd (Finset.mem_univ _) h
  · intro y _ hy
    simp [hy]
  · exact fun h => absurd (Finset.mem_univ _) h
  · simp

/-- Linear response fixes the kernel: for nonzero exponents and `n₀ > 0`, two even kernels of
zero sum with the same second derivative at `n₀` in every direction are equal. -/
theorem kernel_unique {w v : G → ℝ} (hw : ∑ x, w x = 0) (hv : ∑ x, v x = 0)
    (hwe : ∀ x, w (-x) = w x) (hve : ∀ x, v (-x) = v x) {α β n₀ : ℝ}
    (hα : α ≠ 0) (hβ : β ≠ 0) (hn : 0 < n₀)
    (hresp : ∀ h : G → ℝ, deriv (deriv (kineticAlong w α β n₀ h)) 0
      = deriv (deriv (kineticAlong v α β n₀ h)) 0) : w = v := by
  classical
  have hQ : ∀ h : G → ℝ, pairing w h h = pairing v h h := by
    intro h
    have e := hresp h
    rw [(uniform_density_response hw α β hn h).2.2.deriv,
      (uniform_density_response hv α β hn h).2.2.deriv] at e
    have hc : 2 * α * β * n₀ ^ (α + β - 2) ≠ 0 :=
      mul_ne_zero (mul_ne_zero (mul_ne_zero two_ne_zero hα) hβ) (Real.rpow_pos_of_pos hn _).ne'
    exact mul_left_cancel₀ hc e
  have hexp : ∀ u f g : G → ℝ, pairing u (f + g) (f + g)
      = pairing u f f + pairing u f g + pairing u g f + pairing u g g := by
    intro u f g
    simp only [pairing, Pi.add_apply, add_mul, mul_add, Finset.sum_add_distrib]
    ring
  funext a
  -- test on one grid point, then on two grid points at separation `a`
  have e0 := hQ (Pi.single 0 1)
  have e1 := hQ (Pi.single 0 1 + Pi.single a 1)
  simp only [hexp, pairing_single, sub_self, zero_sub, sub_zero, hwe, hve] at e0 e1
  linarith

end

end NonlocalKineticResponse
```

```lean
#print axioms NonlocalKineticResponse.uniform_density_response
-- 'NonlocalKineticResponse.uniform_density_response' depends on axioms: [propext, Classical.choice, Quot.sound]
#print axioms NonlocalKineticResponse.pairing_wave
-- 'NonlocalKineticResponse.pairing_wave' depends on axioms: [propext, Classical.choice, Quot.sound]
#print axioms NonlocalKineticResponse.kernel_unique
-- 'NonlocalKineticResponse.kernel_unique' depends on axioms: [propext, Classical.choice, Quot.sound]
```

## From the product rule to the uniqueness of the kernel

`pairing_uniform` proves that uniform fields decouple. The maps `Equiv.subLeft` and `Equiv.subRight` express the change of summation variable to x−y, after which the constant factors come out of the sum and the zero-sum condition applies.

`hasDerivAt_pairing` is the product rule for B, applied to each term of the double sum. `hasDerivAt_density_rpow` is the power rule for n₀ + εh(x) at one grid point, where the density is positive. Together they give `hasDerivAt_kineticAlong`, which says that F′ is the explicit expression `firstVariation` at every amplitude with a positive density.

In `uniform_density_response`, the first two conclusions follow by setting ε = 0 and using `pairing_uniform`. For the third, `hpos` shows that the density remains positive throughout a neighbourhood of ε = 0, combining continuity at each point with the finiteness of the grid. A second derivative needs F′ on such a neighbourhood and not only at the point, and `heq` supplies it by identifying F′ there with `firstVariation`.

The facts `hp` and `hq` differentiate the powers u^a and the factors h·a·u^(a−1). From them, `hD` assembles the four terms of F″(0). Two are removed by `pairing_uniform`, and `hcross` evaluates the remaining pairing, using `hpow` to combine the powers of n₀. The final `ring` adds the two equal copies.

The proof of `pairing_wave` follows the wave calculation above. `hadd` is the cosine addition rule, and `hrow` shows that convolution with w multiplies the wave by ŵ. Inside `hrow`, `h1` changes the summation variable, `h2` uses evenness, and `h3` adds the two forms.

For uniqueness, `pairing_single` evaluates B between two unit perturbations and finds the kernel at their separation. In `kernel_unique`, `hQ` cancels the nonzero prefactor 2αβ n₀^(α+β−2), and `hexp` expands B for a sum of two fields. The equations `e0` and `e1` are the one-site and two-site tests, and `linarith` solves them for w(a) = v(a).
